# For $w>0$, the coherent state $z=-g$ is the unique energy minimum among coherent states of $wN+wg(a+a^\dagger)$

## States as amplitude sequences

A state is represented here by its amplitudes in the number basis, a sequence $\psi=(\psi_0,\psi_1,\dots)$ of complex numbers, and not by a vector in a Hilbert space. The ladder operators are then formulas that can be applied to any sequence:

$$(a\psi)_n=\sqrt{n+1}\,\psi_{n+1},\qquad (a^\dagger\psi)_{n+1}=\sqrt{n+1}\,\psi_n,\qquad (a^\dagger\psi)_0=0.$$

No operator domain has to be fixed. Instead, normalization and finite mean phonon number appear as explicit conditions on series wherever they are needed.

## One mode pushed by a static charge

The Hamiltonian is

$$H=wN+wg(a+a^\dagger),$$

where $N$ multiplies $\psi_n$ by $n$. The real number $w$ is the phonon energy, with $\hbar=1$ and the zero-point energy left out. The real, dimensionless number $g$ is the coupling constant: the term $wg(a+a^\dagger)$ describes a constant force on the oscillator, such as that exerted by an electron fixed on one site.

For complex $z$, the coherent amplitudes are

$$c_n=e^{-|z|^2/2}\frac{z^n}{\sqrt{n!}}.$$

The minimum found below for $w>0$ is $-wg^2$, while the undisplaced state $z=0$ has energy zero. The lowering by $wg^2$ is the lattice relaxation energy, or polaron shift, of electron-phonon models, here for a single harmonic mode and a charge that cannot hop.

## What is proved

- For every $z$, the amplitudes satisfy $\sum_n|c_n|^2=1$ and $ac=zc$, and their mean energy is $w|z|^2+2wg\,\mathrm{Re}\,z$.
- If $w>0$, the state $z=-g$ has energy $-wg^2$ and every other coherent state has strictly more.
- If $w\ge 0$, every normalized state with finite mean phonon number has energy at least $-wg^2$.
- The state $z=-g$ satisfies $Hc=-wg^2c$. If $w\neq0$, no other coherent state is an eigenvector of $H$.

## Norm and ladder relation

Since $(n+1)!=(n+1)\,n!$,

$$\sqrt{n+1}\,c_{n+1}=e^{-|z|^2/2}\frac{\sqrt{n+1}\,z^{n+1}}{\sqrt{n+1}\sqrt{n!}}=z\,c_n .$$

The exponential series gives the norm:

$$\sum_n|c_n|^2=e^{-|z|^2}\sum_n\frac{|z|^{2n}}{n!}=1.$$

## Energy of a general state, then of a coherent one

Let $\nu=\sum_n n|\psi_n|^2$ and $A=\sum_n\overline{\psi_n}(a\psi)_n$, and suppose that both series converge. The term $n=0$ of $\nu$ vanishes, so a shift of the index gives

$$\sum_n|(a\psi)_n|^2=\sum_n(n+1)|\psi_{n+1}|^2=\nu .$$

The same shift handles the creation operator:

$$\sum_n\overline{\psi_n}(a^\dagger\psi)_n=\sum_n\overline{\psi_{n+1}}\sqrt{n+1}\,\psi_n=\overline{A}.$$

Therefore

$$\langle H\rangle=w\nu+wg(A+\overline A)=w\nu+2wg\,\mathrm{Re}\,A .$$

For a coherent state, $ac=zc$ and the norm give $\nu=|z|^2$ and $A=z$. Completing the square,

$$\langle H\rangle=w|z|^2+2wg\,\mathrm{Re}\,z=w|z+g|^2-wg^2 .$$

For $w>0$ the first term is positive unless $z=-g$. At $w=0$ all these energies are zero, so $w\ge0$ would not be enough for uniqueness.

## The bound for other states

Let $\psi$ be normalized with finite $\nu$. The series for $A$ converges absolutely, because $|\overline{\psi_n}(a\psi)_n|\le|\psi_n|^2+|(a\psi)_n|^2$. Then

$$0\le\sum_n|(a\psi)_n+g\psi_n|^2=\nu+2g\,\mathrm{Re}\,A+g^2 .$$

Multiplying by $w\ge0$ gives $\langle H\rangle\ge-wg^2$.

## The eigenvector equation

Take $z=-g$. In component $0$, both $N$ and $a^\dagger$ contribute nothing, and $wg(ac)_0=-wg^2c_0$. In component $n+1$,

$$(Hc)_{n+1}=-wg^2c_{n+1}+w\sqrt{n+1}\left(\sqrt{n+1}\,c_{n+1}+g\,c_n\right),$$

and the bracket vanishes by the ladder relation.

Conversely, let $Hc=Ec$ for some $z$. With $c_1=zc_0$, the first two components read

$$wgz\,c_0=E\,c_0,\qquad wz\,c_0+wg(z^2c_0+c_0)=Ez\,c_0 .$$

Subtracting $z$ times the first from the second leaves $w(z+g)c_0=0$. Since $c_0=e^{-|z|^2/2}\neq0$ and $w\ne0$, this forces $z=-g$. If $w=0$, then $H=0$ and every coherent state is an eigenvector.

## Reading the Lean statements

The definitions `lower`, `raise` and `hamiltonian` are $a$, $a^\dagger$ and $H$ acting on functions `ℕ → ℂ`, and `coherent z` is the sequence $c$. The parameters `w` and `g` are real, while `z` is complex.

`HasSum f s` says that the series of `f` converges to `s`, independently of the order of its terms. Thus `coherent_normalized` contains both the convergence of the probabilities and their sum. In `energy_lower_bound`, `hψ` is normalization and `hN` is finite mean phonon number.

`meanEnergy` is the real part of the infinite sum $\sum_n\overline{\psi_n}(H\psi)_n$. Lean assigns the value zero to a sum that does not converge in the sense of `HasSum`, so an equation for `meanEnergy` would say little without convergence; `hasSum_energy` supplies it.

An eigenvector equation is an equality of sequences, with `•` denoting multiplication by a scalar. In `coherent_eigenstate_iff` the eigenvalue `E` may be any complex number.

The model has one mode, a linear coupling and no electronic motion. The file does not construct $H$ as a self-adjoint operator, and its uniqueness statement compares coherent states only.

## The Lean file

```lean
import Mathlib

open scoped ComplexConjugate

noncomputable section

namespace DisplacedOscillator

/-- The annihilation operator on number-basis amplitudes: `(a ψ)_n = √(n+1) ψ_(n+1)`. -/
def lower (ψ : ℕ → ℂ) (n : ℕ) : ℂ := (Real.sqrt ((n : ℝ) + 1) : ℂ) * ψ (n + 1)

/-- The creation operator on number-basis amplitudes: `(a† ψ)_(n+1) = √(n+1) ψ_n`, and
`(a† ψ)_0 = 0`. -/
def raise (ψ : ℕ → ℂ) : ℕ → ℂ
  | 0 => 0
  | n + 1 => (Real.sqrt ((n : ℝ) + 1) : ℂ) * ψ n

/-- The linearly coupled oscillator `H = w N + w g (a + a†)`, acting on amplitudes. -/
def hamiltonian (w g : ℝ) (ψ : ℕ → ℂ) (n : ℕ) : ℂ :=
  w * n * ψ n + w * g * (lower ψ n + raise ψ n)

/-- The mean energy `⟨ψ, H ψ⟩` of a normalized state for which this series converges. -/
def meanEnergy (w g : ℝ) (ψ : ℕ → ℂ) : ℝ :=
  (∑' n, conj (ψ n) * hamiltonian w g ψ n).re

/-- The coherent-state amplitudes `c_n = exp(-|z|²/2) z^n / √(n!)`. -/
def coherent (z : ℂ) (n : ℕ) : ℂ :=
  (Real.exp (-‖z‖ ^ 2 / 2) : ℂ) * z ^ n / (Real.sqrt (n.factorial : ℝ) : ℂ)

/-- A coherent state is an eigenvector of the annihilation operator:
`√(n+1) c_(n+1) = z c_n`. -/
theorem lower_coherent (z : ℂ) : lower (coherent z) = z • coherent z := by
  funext n
  have hf : ((n + 1).factorial : ℝ) = ((n : ℝ) + 1) * (n.factorial : ℝ) := by
    exact_mod_cast Nat.factorial_succ n
  have h1 : (Real.sqrt ((n : ℝ) + 1) : ℂ) ≠ 0 :=
    Complex.ofReal_ne_zero.2 (Real.sqrt_ne_zero'.2 (by positivity))
  have h2 : (Real.sqrt (n.factorial : ℝ) : ℂ) ≠ 0 :=
    Complex.ofReal_ne_zero.2 (Real.sqrt_ne_zero'.2 (by positivity))
  simp only [lower, coherent, Pi.smul_apply, smul_eq_mul]
  rw [hf, Real.sqrt_mul (by positivity : (0 : ℝ) ≤ (n : ℝ) + 1), Complex.ofReal_mul, pow_succ]
  field_simp
  ring

/-- The coherent-state occupation probabilities sum to one. -/
theorem coherent_normalized (z : ℂ) : HasSum (fun n => ‖coherent z n‖ ^ 2) 1 := by
  have h : HasSum (fun n : ℕ => (‖z‖ ^ 2) ^ n / (n.factorial : ℝ)) (Real.exp (‖z‖ ^ 2)) := by
    rw [Real.exp_eq_exp_ℝ, NormedSpace.exp_eq_tsum_div]
    exact (Real.summable_pow_div_factorial _).hasSum
  have he : Real.exp (-‖z‖ ^ 2 / 2) ^ 2 = Real.exp (-‖z‖ ^ 2) := by
    rw [pow_two, ← Real.exp_add]
    congr 1
    ring
  have hf : (fun n => ‖coherent z n‖ ^ 2) =
      fun n : ℕ => Real.exp (-‖z‖ ^ 2) * ((‖z‖ ^ 2) ^ n / (n.factorial : ℝ)) := by
    funext n
    rw [coherent, norm_div, norm_mul, norm_pow, Complex.norm_real, Complex.norm_real,
      Real.norm_of_nonneg (Real.exp_pos _).le, Real.norm_of_nonneg (Real.sqrt_nonneg _),
      div_pow, mul_pow, Real.sq_sqrt (Nat.cast_nonneg _), he]
    ring
  have h1 : Real.exp (-‖z‖ ^ 2) * Real.exp (‖z‖ ^ 2) = 1 := by
    rw [← Real.exp_add]
    simp
  have h' := h.mul_left (Real.exp (-‖z‖ ^ 2))
  rw [h1] at h'
  rw [hf]
  exact h'

/-- The squared norm of `a ψ` is the phonon-number sum `∑ n |ψ_n|²`: one series converges to
`ν` exactly when the other does. -/
theorem hasSum_lower_iff (ψ : ℕ → ℂ) (ν : ℝ) :
    HasSum (fun n => ‖lower ψ n‖ ^ 2) ν ↔ HasSum (fun n : ℕ => (n : ℝ) * ‖ψ n‖ ^ 2) ν := by
  have hs : ∀ n, ‖lower ψ n‖ ^ 2 = ((n + 1 : ℕ) : ℝ) * ‖ψ (n + 1)‖ ^ 2 := by
    intro n
    rw [lower, norm_mul, mul_pow, Complex.norm_real, Real.norm_eq_abs, sq_abs,
      Real.sq_sqrt (by positivity : (0 : ℝ) ≤ (n : ℝ) + 1), Nat.cast_add, Nat.cast_one]
  have h := hasSum_nat_add_iff (f := fun n : ℕ => (n : ℝ) * ‖ψ n‖ ^ 2) 1 (g := ν)
  simp only [Finset.sum_range_one, Nat.cast_zero, zero_mul, add_zero] at h
  simp only [hs]
  exact h

/-- If the series for `⟨N⟩` and `⟨a⟩` converge to `ν` and `A`, the energy series converges
to `w ν + 2 w g Re A`. -/
theorem hasSum_energy (w g ν : ℝ) (ψ : ℕ → ℂ) (A : ℂ)
    (hN : HasSum (fun n : ℕ => (n : ℝ) * ‖ψ n‖ ^ 2) ν)
    (hA : HasSum (fun n => conj (ψ n) * lower ψ n) A) :
    HasSum (fun n => conj (ψ n) * hamiltonian w g ψ n)
      ((w * ν + 2 * w * g * A.re : ℝ) : ℂ) := by
  -- the mean of a† is the conjugate of the mean of a, after an index shift
  have hR : HasSum (fun n => conj (ψ n) * raise ψ n) (conj A) := by
    have hc : HasSum (fun n => conj (ψ (n + 1)) * raise ψ (n + 1)) (conj A) := by
      have h : HasSum (fun n => conj (conj (ψ n) * lower ψ n)) (conj A) := hA.star
      convert h using 1
      funext n
      simp only [lower, raise, map_mul, Complex.conj_conj, Complex.conj_ofReal]
      ring
    have h := (hasSum_nat_add_iff (f := fun n => conj (ψ n) * raise ψ n) 1).mp hc
    simpa [raise] using h
  have hN' : HasSum (fun n : ℕ => (((n : ℝ) * ‖ψ n‖ ^ 2 : ℝ) : ℂ)) (ν : ℂ) :=
    Complex.ofRealCLM.hasSum hN
  have hf : (fun n => conj (ψ n) * hamiltonian w g ψ n) =
      fun n : ℕ => (w : ℂ) * (((n : ℝ) * ‖ψ n‖ ^ 2 : ℝ) : ℂ) +
        (w : ℂ) * g * (conj (ψ n) * lower ψ n + conj (ψ n) * raise ψ n) := by
    funext n
    simp only [hamiltonian]
    push_cast
    linear_combination (w : ℂ) * n * Complex.conj_mul' (ψ n)
  have hv : ((w * ν + 2 * w * g * A.re : ℝ) : ℂ) =
      (w : ℂ) * ν + (w : ℂ) * g * (A + conj A) := by
    rw [Complex.add_conj]
    push_cast
    ring
  rw [hf, hv]
  exact (hN'.mul_left (w : ℂ)).add ((hA.add hR).mul_left ((w : ℂ) * g))

/-- The mean energy of the coherent state `z` is `w |z|² + 2 w g Re z`. -/
theorem coherent_energy (w g : ℝ) (z : ℂ) :
    meanEnergy w g (coherent z) = w * ‖z‖ ^ 2 + 2 * w * g * z.re := by
  have hN : HasSum (fun n : ℕ => (n : ℝ) * ‖coherent z n‖ ^ 2) (‖z‖ ^ 2) := by
    rw [← hasSum_lower_iff, lower_coherent]
    simpa [mul_pow] using (coherent_normalized z).mul_left (‖z‖ ^ 2)
  have hA : HasSum (fun n => conj (coherent z n) * lower (coherent z) n) z := by
    have h : HasSum (fun n => ((‖coherent z n‖ ^ 2 : ℝ) : ℂ)) ((1 : ℝ) : ℂ) :=
      Complex.ofRealCLM.hasSum (coherent_normalized z)
    have hf : (fun n => conj (coherent z n) * lower (coherent z) n) =
        fun n => z * ((‖coherent z n‖ ^ 2 : ℝ) : ℂ) := by
      funext n
      rw [lower_coherent, Pi.smul_apply, smul_eq_mul]
      push_cast
      linear_combination z * Complex.conj_mul' (coherent z n)
    have h' := h.mul_left z
    rw [Complex.ofReal_one, mul_one] at h'
    rw [hf]
    exact h'
  rw [meanEnergy, (hasSum_energy w g _ _ z hN hA).tsum_eq, Complex.ofReal_re]

/-- For `w > 0` the coherent state `z = -g` has energy `-w g²`, and every other coherent
state has strictly larger energy. -/
theorem coherent_energy_minimum (w g : ℝ) (hw : 0 < w) :
    meanEnergy w g (coherent (-(g : ℂ))) = -(w * g ^ 2) ∧
      ∀ z : ℂ, z ≠ -(g : ℂ) → -(w * g ^ 2) < meanEnergy w g (coherent z) := by
  constructor
  · rw [coherent_energy]
    simp only [Complex.sq_norm, Complex.normSq_apply, Complex.neg_re, Complex.neg_im,
      Complex.ofReal_re, Complex.ofReal_im]
    ring
  · intro z hz
    -- complete the square: the excess energy is w |z + g|²
    have h : 0 < Complex.normSq (z + g) :=
      Complex.normSq_pos.2 fun h => hz (eq_neg_of_add_eq_zero_left h)
    have h' := mul_pos hw h
    rw [coherent_energy, Complex.sq_norm]
    simp only [Complex.normSq_apply, Complex.add_re, Complex.add_im, Complex.ofReal_re,
      Complex.ofReal_im] at h' ⊢
    nlinarith [h']

/-- For `w ≥ 0`, every normalized state with finite mean phonon number has mean energy at
least `-w g²`. -/
theorem energy_lower_bound (w g : ℝ) (hw : 0 ≤ w) (ψ : ℕ → ℂ)
    (hψ : HasSum (fun n => ‖ψ n‖ ^ 2) 1)
    (hN : Summable (fun n : ℕ => (n : ℝ) * ‖ψ n‖ ^ 2)) :
    -(w * g ^ 2) ≤ meanEnergy w g ψ := by
  obtain ⟨ν, hν⟩ := hN
  have hL := (hasSum_lower_iff ψ ν).2 hν
  have hS : Summable (fun n => conj (ψ n) * lower ψ n) := by
    refine Summable.of_norm_bounded (hL.add hψ).summable fun n => ?_
    rw [norm_mul, RCLike.norm_conj]
    nlinarith [sq_nonneg (‖ψ n‖ - ‖lower ψ n‖), sq_nonneg ‖ψ n‖, sq_nonneg ‖lower ψ n‖]
  obtain ⟨A, hA⟩ := hS
  have hRe : HasSum (fun n => (conj (ψ n) * lower ψ n).re) A.re := Complex.reCLM.hasSum hA
  -- the squared norm of (a + g) ψ is nonnegative
  have h : 0 ≤ ν + 2 * g * A.re + g ^ 2 * 1 := by
    refine hasSum_le (fun n => ?_) hasSum_zero
      ((hL.add (hRe.mul_left (2 * g))).add (hψ.mul_left (g ^ 2)))
    simp only [Complex.sq_norm, Complex.normSq_apply, Complex.mul_re, Complex.conj_re,
      Complex.conj_im]
    nlinarith [sq_nonneg ((lower ψ n).re + g * (ψ n).re),
      sq_nonneg ((lower ψ n).im + g * (ψ n).im)]
  rw [meanEnergy, (hasSum_energy w g ν ψ A hν hA).tsum_eq, Complex.ofReal_re]
  nlinarith [mul_nonneg hw h]

/-- The coherent state `z = -g` is an eigenvector of `H` with eigenvalue `-w g²`. -/
theorem displaced_eigenstate (w g : ℝ) :
    hamiltonian w g (coherent (-(g : ℂ))) =
      (-((w : ℂ) * (g : ℂ) ^ 2)) • coherent (-(g : ℂ)) := by
  funext n
  have hl := congrFun (lower_coherent (-(g : ℂ))) n
  simp only [Pi.smul_apply, smul_eq_mul] at hl
  rcases n with _ | n
  · simp only [hamiltonian, raise, Pi.smul_apply, smul_eq_mul, Nat.cast_zero]
    linear_combination (w : ℂ) * g * hl
  · have hk := congrFun (lower_coherent (-(g : ℂ))) n
    simp only [lower, Pi.smul_apply, smul_eq_mul] at hk
    have hs : (Real.sqrt ((n : ℝ) + 1) : ℂ) * (Real.sqrt ((n : ℝ) + 1) : ℂ) = (n : ℂ) + 1 := by
      rw [← Complex.ofReal_mul, Real.mul_self_sqrt (by positivity : (0 : ℝ) ≤ (n : ℝ) + 1)]
      simp
    simp only [hamiltonian, raise, Pi.smul_apply, smul_eq_mul, Nat.cast_add, Nat.cast_one]
    linear_combination (w : ℂ) * g * hl + (w : ℂ) * (Real.sqrt ((n : ℝ) + 1) : ℂ) * hk
      - (w : ℂ) * coherent (-(g : ℂ)) (n + 1) * hs

/-- For `w ≠ 0`, a coherent state is an eigenvector of `H` exactly when `z = -g`. -/
theorem coherent_eigenstate_iff (w g : ℝ) (hw : w ≠ 0) (z : ℂ) :
    (∃ E : ℂ, hamiltonian w g (coherent z) = E • coherent z) ↔ z = -(g : ℂ) := by
  constructor
  · rintro ⟨E, h⟩
    have hc : coherent z 0 ≠ 0 := by simp [coherent]
    have r0 : raise (coherent z) 0 = 0 := rfl
    have r1 : raise (coherent z) 1 = coherent z 0 := by
      change (Real.sqrt (((0 : ℕ) : ℝ) + 1) : ℂ) * coherent z 0 = _
      simp
    have c1 : coherent z 1 = z * coherent z 0 := by
      simpa [lower] using congrFun (lower_coherent z) 0
    -- compare the vacuum and one-phonon components
    have h0 := congrFun h 0
    have h1 := congrFun h 1
    simp only [hamiltonian, lower_coherent, r0, Pi.smul_apply, smul_eq_mul,
      Nat.cast_zero] at h0
    simp only [hamiltonian, lower_coherent, r1, c1, Pi.smul_apply, smul_eq_mul,
      Nat.cast_one] at h1
    have hz : ((w : ℂ) * coherent z 0) * (z + g) = 0 := by
      linear_combination h1 - z * h0
    exact eq_neg_of_add_eq_zero_left
      ((mul_eq_zero.1 hz).resolve_left (mul_ne_zero (Complex.ofReal_ne_zero.2 hw) hc))
  · rintro rfl
    exact ⟨_, displaced_eigenstate w g⟩

end DisplacedOscillator
```

```lean
#print axioms DisplacedOscillator.coherent_energy_minimum
#print axioms DisplacedOscillator.energy_lower_bound
#print axioms DisplacedOscillator.coherent_eigenstate_iff
```

```
'DisplacedOscillator.coherent_energy_minimum' depends on axioms: [propext, Classical.choice, Quot.sound]
'DisplacedOscillator.energy_lower_bound' depends on axioms: [propext, Classical.choice, Quot.sound]
'DisplacedOscillator.coherent_eigenstate_iff' depends on axioms: [propext, Classical.choice, Quot.sound]
```

## How the lemmas fit together

**Coherent amplitudes.** `lower_coherent` rewrites the factorial by its recursion and splits the square root; `field_simp` then clears the nonzero denominators. `coherent_normalized` starts from the exponential series at $|z|^2$ and multiplies it by $e^{-|z|^2}$.

**Index shifts.** Both shifts use `hasSum_nat_add_iff`, which relates a series to the one with its first term removed. In `hasSum_lower_iff` the removed term is zero because of the factor $n$; in `hasSum_energy` it is zero because $(a^\dagger\psi)_0=0$. The second lemma obtains the series for $\overline A$ by conjugating `hA`, and then adds the number and coupling parts.

**Coherent energy.** `coherent_energy` reads `hasSum_lower_iff` from right to left: the phonon number is the squared norm of $ac=zc$, which is $|z|^2$. It finds $A=z$ from the normalization and inserts both values into `hasSum_energy`.

**Minimum.** In `coherent_energy_minimum`, the hypothesis $z\ne-g$ makes `Complex.normSq (z + g)` positive. After expansion into real and imaginary parts, `nlinarith` compares $w|z+g|^2$ with the energy difference.

**General bound.** `energy_lower_bound` first proves that the series for $A$ converges, by the estimate given above. It then applies `hasSum_le` to compare the zero series with the series for $\|(a+g)\psi\|^2$. Each term is nonnegative as a sum of two squares, one from the real part and one from the imaginary part.

**Eigenvectors.** `displaced_eigenstate` separates component $0$ from component $n+1$, as in the derivation. Each `linear_combination` states which multiples of the ladder relations produce the required identity; in component $n+1$ it also uses `hs`, the square of $\sqrt{n+1}$. In `coherent_eigenstate_iff`, the expression `h1 - z * h0` is the subtraction that leaves $w(z+g)c_0=0$; the converse direction is `displaced_eigenstate`.
